# Grounding sites of a positive definite grid never raises the electrostatic energy of a fixed charge

## Can a grounded box ever push the energy up?

I take two grid sites, 0 and 1, with Poisson operator \(\begin{pmatrix}2&-1\\-1&2\end{pmatrix}\) and a unit charge on site 0. The potential is \((2/3,1/3)\) and the energy is \(1/3\). If I ground site 1, the potential on site 0 drops to \(1/2\) and the energy to \(1/4\).

On the analogous three-site chain with charges \((1,0,-1)\), grounding the middle site changes nothing, because the potential there was already zero. So the effect depends on the charges. With charges of both signs, where grounding can raise the potential at some sites and lower it at others, could the energy also go up?

## The energy lost is the field energy of a difference

No. Whatever the signs of the charges, the energy falls or stays the same, because the loss is itself a field energy. In the two-site case the potential falls by \(d=(1/6,1/3)\), and \(\tfrac12\langle d,Ad\rangle=1/12=1/3-1/4\).

In general, let \(A\) be a real symmetric positive definite matrix on a finite set of sites, \(S\) the set of sites left ungrounded, and \(\rho\) the charge. Write \(A_{SS}\) for the block of \(A\) on \(S\), \(\rho_S\) for the charge on \(S\), and

\[
E_S=\tfrac12\langle\rho_S,A_{SS}^{-1}\rho_S\rangle,\qquad E=\tfrac12\langle\rho,A^{-1}\rho\rangle .
\]

The block is positive definite: if \(x\neq0\) lives on \(S\) and \(\tilde x\) is its extension by zero, then \(\langle x,A_{SS}x\rangle=\langle\tilde x,A\tilde x\rangle>0\). So \(A_{SS}\) is invertible. Let \(\varphi\) be \(A_{SS}^{-1}\rho_S\) extended by zero. Then \((A\varphi)_i=\rho_i\) for \(i\in S\), and \(\varphi_i=0\) for \(i\notin S\).

If \(f\) is any vector that agrees with \(\rho\) on \(S\), then

\[
\langle\varphi,f\rangle=\sum_{i\in S}\varphi_i\rho_i=2E_S .
\]

Now let \(V\) be any potential with \((AV)_i=\rho_i\) on \(S\), and arbitrary values elsewhere. Both \(AV\) and \(A\varphi\) are such vectors \(f\), so \(\langle\varphi,AV\rangle=\langle\varphi,A\varphi\rangle=2E_S\). By symmetry \(\langle V,A\varphi\rangle=2E_S\) as well. Expanding,

\[
\langle V-\varphi,A(V-\varphi)\rangle=\langle V,AV\rangle-2E_S-2E_S+2E_S=\langle V,AV\rangle-2E_S .
\]

The left side is non-negative, so \(E_S\le\tfrac12\langle V,AV\rangle\). Equality forces \(V=\varphi\), and then \(V\) vanishes outside \(S\). Conversely, if \(V\) vanishes outside \(S\), then \(V-\varphi\) is zero off \(S\) and \(A(V-\varphi)\) is zero on \(S\). Every term of the left side is then zero, and equality holds.

Taking \(V=A^{-1}\rho\) gives \(\langle V,AV\rangle=2E\). Hence \(E_S\le E\), with equality exactly when \(A^{-1}\rho\) vanishes outside \(S\). Taking \(V\) as the grounded potential of a larger box \(T\supseteq S\) gives \(E_S\le E_T\).

For a simulation with a fixed charge density on a finite grid whose Poisson operator is positive definite, this gives the sign of the error made by a grounded box relative to the larger grid: the electrostatic energy comes out too low or exact.

## What the Lean statement assumes about the grid

The sites form a finite type `n`, the ungrounded ones a `Finset` called `S`, and charges and potentials are functions `n → ℝ`. The hypothesis `A.PosDef` includes symmetry. Physically it says that every nonzero potential costs field energy, as for minus the discrete Laplacian with zero potential beyond the edge of the grid. It excludes the fully periodic Laplacian, for which a constant potential costs nothing. Units and prefactors are absorbed into `A`.

`groundedOperator` is \(A_{SS}\), `groundedPotential` is \(\varphi\), and `groundedEnergy` and `fullEnergy` are \(E_S\) and \(E\). The main theorem, `groundedEnergy_le_fullEnergy`, states the inequality together with its equality condition.

It requires neither that `S` be nonempty nor that `ρ` be supported on `S`. Charge on a grounded site sits at zero potential and adds nothing to \(E_S\), though it still counts in \(E\); the two energies belong to the same charge when `ρ` is supported on `S`.

Symmetry and invertibility of \(A\), even with a positive definite block \(A_{SS}\), are not enough. For \(A=\begin{pmatrix}1&2\\2&1\end{pmatrix}\), \(\rho=(1,0)\) and \(S=\{0\}\), the full energy is \(-1/6\) and the grounded energy is \(1/2\).

The prescribed charge `ρ` is held fixed throughout, while the charge induced on the grounded sites is whatever keeps their potential at zero. A density that relaxes in response to the grounding is a different problem. The theorems give no rate at which the error shrinks with box size and no continuum limit.

```lean
import Mathlib

open Matrix

namespace GroundedBoxPoisson

noncomputable section

variable {n : Type*} [Fintype n] [DecidableEq n]

/-- The grid operator restricted to the sites of the box `S`: the block `A_SS`. -/
def groundedOperator (A : Matrix n n ℝ) (S : Finset n) : Matrix S S ℝ :=
  A.submatrix (fun i : S => (i : n)) (fun i : S => (i : n))

/-- A potential given on the box `S`, continued by zero to the grounded sites. -/
def extendZero (S : Finset n) (x : S → ℝ) : n → ℝ :=
  fun i => if h : i ∈ S then x ⟨i, h⟩ else 0

/-- The potential of the charge `ρ` when all sites outside `S` are grounded,
for an invertible block `A_SS`. -/
def groundedPotential (A : Matrix n n ℝ) (S : Finset n) (ρ : n → ℝ) : n → ℝ :=
  extendZero S ((groundedOperator A S)⁻¹ *ᵥ (fun i : S => ρ i))

/-- The grounded-box energy `⟨ρ, (A_SS)⁻¹ ρ⟩ / 2`, with `ρ` read on `S` only,
for an invertible block `A_SS`. -/
def groundedEnergy (A : Matrix n n ℝ) (S : Finset n) (ρ : n → ℝ) : ℝ :=
  ((fun i : S => ρ i) ⬝ᵥ ((groundedOperator A S)⁻¹ *ᵥ (fun i : S => ρ i))) / 2

/-- The electrostatic energy `⟨ρ, A⁻¹ ρ⟩ / 2` on the full grid, for an invertible `A`. -/
def fullEnergy (A : Matrix n n ℝ) (ρ : n → ℝ) : ℝ :=
  (ρ ⬝ᵥ (A⁻¹ *ᵥ ρ)) / 2

/-- Pairing a potential that is zero outside `S` with a field only involves the sites of `S`. -/
theorem extendZero_dotProduct (S : Finset n) (x : S → ℝ) (f : n → ℝ) :
    extendZero S x ⬝ᵥ f = x ⬝ᵥ (fun i : S => f i) := by
  have h : ∑ i ∈ S, extendZero S x i * f i = ∑ i, extendZero S x i * f i :=
    Finset.sum_subset (Finset.subset_univ S) (fun i _ hi => by simp [extendZero, hi])
  calc extendZero S x ⬝ᵥ f = ∑ i ∈ S, extendZero S x i * f i := h.symm
    _ = ∑ i : S, extendZero S x i * f i :=
        (Finset.sum_coe_sort S (fun i => extendZero S x i * f i)).symm
    _ = x ⬝ᵥ (fun i : S => f i) :=
        Finset.sum_congr rfl (fun i _ => by simp [extendZero])

/-- On the sites of `S`, the full operator acts on a potential that is zero outside `S`
as the block `A_SS` does. -/
theorem mulVec_extendZero (A : Matrix n n ℝ) (S : Finset n) (x : S → ℝ) (i : S) :
    (A *ᵥ extendZero S x) i = (groundedOperator A S *ᵥ x) i := by
  change A i ⬝ᵥ extendZero S x = (fun j : S => A i j) ⬝ᵥ x
  rw [dotProduct_comm (A i) _, extendZero_dotProduct]
  exact dotProduct_comm _ _

/-- Grounding sites of a positive definite grid operator leaves a positive definite operator. -/
theorem groundedOperator_posDef {A : Matrix n n ℝ} (hA : A.PosDef) (S : Finset n) :
    (groundedOperator A S).PosDef := by
  rw [Matrix.posDef_iff_dotProduct_mulVec]
  refine ⟨hA.1.submatrix _, fun x hx => ?_⟩
  have hne : extendZero S x ≠ 0 := fun h =>
    hx (funext fun i => by simpa [extendZero] using congrFun h (i : n))
  have hpos := hA.dotProduct_mulVec_pos hne
  have e : (fun i : S => (A *ᵥ extendZero S x) i) = groundedOperator A S *ᵥ x :=
    funext (mulVec_extendZero A S x)
  rw [star_trivial, extendZero_dotProduct, e] at hpos
  rw [star_trivial]
  exact hpos

/-- For a positive definite grid operator, the grounded potential solves the discrete Poisson
equation on every site of `S` and is zero on every other site. -/
theorem groundedPotential_spec {A : Matrix n n ℝ} (hA : A.PosDef) (S : Finset n)
    (ρ : n → ℝ) :
    (∀ i ∈ S, (A *ᵥ groundedPotential A S ρ) i = ρ i) ∧
      ∀ i ∉ S, groundedPotential A S ρ i = 0 := by
  refine ⟨fun i hi => ?_, fun i hi => by simp [groundedPotential, extendZero, hi]⟩
  have hu : IsUnit (groundedOperator A S).det :=
    (groundedOperator_posDef hA S).det_pos.ne'.isUnit
  have h := mulVec_extendZero A S
    ((groundedOperator A S)⁻¹ *ᵥ (fun i : S => ρ i)) ⟨i, hi⟩
  rw [Matrix.mulVec_mulVec, Matrix.mul_nonsing_inv _ hu, Matrix.one_mulVec] at h
  exact h

/-- The grounded potential paired with any charge that agrees with `ρ` on `S` gives twice the
grounded energy. -/
theorem groundedPotential_dotProduct (A : Matrix n n ℝ) (S : Finset n) {ρ f : n → ℝ}
    (hf : ∀ i ∈ S, f i = ρ i) :
    groundedPotential A S ρ ⬝ᵥ f = 2 * groundedEnergy A S ρ := by
  have e : (fun i : S => f i) = (fun i : S => ρ i) := funext fun i => hf i i.2
  unfold groundedPotential groundedEnergy
  rw [extendZero_dotProduct, e, dotProduct_comm]
  ring

/-- Minimum principle: for a positive definite grid operator, a potential `V` that solves the
Poisson equation on `S` has field energy `⟨V, A V⟩ / 2` at least the grounded energy, with
equality exactly when `V` vanishes outside `S`. -/
theorem groundedEnergy_le_fieldEnergy {A : Matrix n n ℝ} (hA : A.PosDef) (S : Finset n)
    {ρ V : n → ℝ} (hV : ∀ i ∈ S, (A *ᵥ V) i = ρ i) :
    groundedEnergy A S ρ ≤ (V ⬝ᵥ (A *ᵥ V)) / 2 ∧
      (groundedEnergy A S ρ = (V ⬝ᵥ (A *ᵥ V)) / 2 ↔ ∀ i ∉ S, V i = 0) := by
  obtain ⟨hsol, hoff⟩ := groundedPotential_spec hA S ρ
  have h1 := groundedPotential_dotProduct A S hV
  have h2 := groundedPotential_dotProduct A S hsol
  generalize groundedPotential A S ρ = φ at hsol hoff h1 h2
  have hT : Aᵀ = A := by
    ext i j
    simpa using hA.1.apply i j
  have h3 : V ⬝ᵥ (A *ᵥ φ) = φ ⬝ᵥ (A *ᵥ V) := by
    rw [Matrix.dotProduct_mulVec, ← Matrix.mulVec_transpose, hT, dotProduct_comm]
  -- the energy gap is the field energy of the difference potential
  have gap : (V - φ) ⬝ᵥ (A *ᵥ (V - φ)) = V ⬝ᵥ (A *ᵥ V) - 2 * groundedEnergy A S ρ := by
    simp only [Matrix.mulVec_sub, dotProduct_sub, sub_dotProduct]
    linarith
  have pos : V - φ ≠ 0 → 0 < (V - φ) ⬝ᵥ (A *ᵥ (V - φ)) := fun h => by
    simpa only [star_trivial] using hA.dotProduct_mulVec_pos h
  refine ⟨?_, fun heq i hi => ?_, fun hz => ?_⟩
  · by_cases h : V - φ = 0
    · rw [h, zero_dotProduct] at gap
      linarith
    · linarith [pos h]
  · -- no gap forces the two potentials to coincide
    have h : V - φ = 0 := by
      by_contra h
      linarith [pos h]
    rw [sub_eq_zero.mp h]
    exact hoff i hi
  · -- the difference lives on `S`, where it carries no charge
    have h0 : (V - φ) ⬝ᵥ (A *ᵥ (V - φ)) = 0 := by
      refine Finset.sum_eq_zero fun i _ => ?_
      by_cases hi : i ∈ S
      · rw [Matrix.mulVec_sub, Pi.sub_apply (A *ᵥ V), hV i hi, hsol i hi, sub_self, mul_zero]
      · rw [Pi.sub_apply, hz i hi, hoff i hi, sub_self, zero_mul]
    linarith

/-- For a positive definite grid operator and any charge `ρ`, grounding all sites outside `S`
never raises the electrostatic energy, and leaves it unchanged exactly when the full potential
`A⁻¹ ρ` vanishes outside `S`. -/
theorem groundedEnergy_le_fullEnergy {A : Matrix n n ℝ} (hA : A.PosDef) (S : Finset n)
    (ρ : n → ℝ) :
    groundedEnergy A S ρ ≤ fullEnergy A ρ ∧
      (groundedEnergy A S ρ = fullEnergy A ρ ↔ ∀ i ∉ S, (A⁻¹ *ᵥ ρ) i = 0) := by
  have hsol : A *ᵥ (A⁻¹ *ᵥ ρ) = ρ := by
    rw [Matrix.mulVec_mulVec, Matrix.mul_nonsing_inv _ hA.det_pos.ne'.isUnit,
      Matrix.one_mulVec]
  have h := groundedEnergy_le_fieldEnergy hA S (fun i _ => congrFun hsol i)
  rw [hsol, dotProduct_comm] at h
  exact h

/-- For a positive definite grid operator, enlarging the box from `S` to `T` never lowers the
grounded energy, and leaves it unchanged exactly when the potential of the larger box vanishes
outside `S`. -/
theorem groundedEnergy_mono {A : Matrix n n ℝ} (hA : A.PosDef) {S T : Finset n}
    (hST : S ⊆ T) (ρ : n → ℝ) :
    groundedEnergy A S ρ ≤ groundedEnergy A T ρ ∧
      (groundedEnergy A S ρ = groundedEnergy A T ρ ↔
        ∀ i ∉ S, groundedPotential A T ρ i = 0) := by
  have hsol := (groundedPotential_spec hA T ρ).1
  have h := groundedEnergy_le_fieldEnergy hA S (fun i hi => hsol i (hST hi))
  rw [groundedPotential_dotProduct A T hsol,
    mul_div_cancel_left₀ _ (two_ne_zero : (2 : ℝ) ≠ 0)] at h
  exact h

/-- On the two-site grid with operator `[[2, -1], [-1, 2]]`, which is positive definite, a unit
charge on the first site has energy `1/3`, and `1/4` once the second site is grounded. -/
theorem two_site_energies :
    (!![2, -1; -1, 2] : Matrix (Fin 2) (Fin 2) ℝ).PosDef ∧
      fullEnergy !![2, -1; -1, 2] ![1, 0] = 1 / 3 ∧
      groundedEnergy !![2, -1; -1, 2] {(0 : Fin 2)} ![1, 0] = 1 / 4 := by
  have hA : (!![2, -1; -1, 2] : Matrix (Fin 2) (Fin 2) ℝ).PosDef := by
    rw [Matrix.posDef_iff_dotProduct_mulVec]
    refine ⟨by ext i j; fin_cases i <;> fin_cases j <;> simp, fun x hx => ?_⟩
    have e : star x ⬝ᵥ ((!![2, -1; -1, 2] : Matrix (Fin 2) (Fin 2) ℝ) *ᵥ x)
        = x 0 ^ 2 + x 1 ^ 2 + (x 0 - x 1) ^ 2 := by
      simp [dotProduct, Matrix.mulVec, Fin.sum_univ_two]
      ring
    rw [e]
    by_cases h0 : x 0 = 0
    · have h1 : x 1 ≠ 0 := fun h1 => hx (by ext i; fin_cases i <;> simp [h0, h1])
      positivity
    · positivity
  refine ⟨hA, ?_, ?_⟩
  · have hinv : (!![2, -1; -1, 2] : Matrix (Fin 2) (Fin 2) ℝ)⁻¹
        = !![2 / 3, 1 / 3; 1 / 3, 2 / 3] := by
      apply Matrix.inv_eq_right_inv
      ext i j
      fin_cases i <;> fin_cases j <;>
        norm_num [Matrix.mul_apply, Fin.sum_univ_two]
    rw [fullEnergy, hinv]
    norm_num [dotProduct, Matrix.mulVec, Fin.sum_univ_two]
  · -- the grounded potential is `1/2` on the first site
    have hV : ∀ i ∈ ({0} : Finset (Fin 2)),
        ((!![2, -1; -1, 2] : Matrix (Fin 2) (Fin 2) ℝ) *ᵥ ![1 / 2, 0]) i
          = (![1, 0] : Fin 2 → ℝ) i := by
      intro i hi
      rw [Finset.mem_singleton.mp hi]
      norm_num [dotProduct, Matrix.mulVec, Fin.sum_univ_two]
    rw [(groundedEnergy_le_fieldEnergy hA {0} hV).2.mpr
      (fun i hi => by fin_cases i <;> simp at hi ⊢)]
    norm_num [dotProduct, Matrix.mulVec, Fin.sum_univ_two]

end

end GroundedBoxPoisson
```

```lean
#print axioms GroundedBoxPoisson.groundedEnergy_le_fullEnergy
#print axioms GroundedBoxPoisson.groundedEnergy_mono
#print axioms GroundedBoxPoisson.two_site_energies
```

```
'GroundedBoxPoisson.groundedEnergy_le_fullEnergy' depends on axioms: [propext, Classical.choice, Quot.sound]
'GroundedBoxPoisson.groundedEnergy_mono' depends on axioms: [propext, Classical.choice, Quot.sound]
'GroundedBoxPoisson.two_site_energies' depends on axioms: [propext, Classical.choice, Quot.sound]
```

## From the block equation to the energy gap

`extendZero_dotProduct` reduces a sum over all sites to one over `S`, and `mulVec_extendZero` uses it to show that `A` acts on \(\tilde x\) as the block does, at the sites of `S`. `groundedOperator_posDef` then transfers positivity to the block. With the inverse secured, `groundedPotential_spec` gives the two properties of \(\varphi\), and `groundedPotential_dotProduct` is the pairing identity \(\langle\varphi,f\rangle=2E_S\).

The central argument is `groundedEnergy_le_fieldEnergy`. There `h1` and `h2` are the pairings of \(\varphi\) with \(AV\) and \(A\varphi\), and `h3` is the symmetry step. The `generalize` line replaces the grounded potential by a plain `φ`, of which only these properties are kept. `gap` is the expanded square, and `pos` is its positivity when \(V\neq\varphi\). The three final goals are the inequality and the two directions of the equality condition; the last goes site by site, as above.

`groundedEnergy_le_fullEnergy` and `groundedEnergy_mono` insert the two choices of \(V\). In `two_site_energies`, positive definiteness comes from writing the quadratic form as \(x_0^2+x_1^2+(x_0-x_1)^2\). The value \(1/3\) uses the explicit inverse, while \(1/4\) comes from the equality case with \(V=(1/2,0)\).
